# On an unshifted k-point grid, the phase of a lattice vector averages to one if every $N_i$ divides $R_i$, and to zero otherwise

A k-point grid gets some Fourier components of a Brillouin-zone average wrong, and I'd like to know which. In one dimension, the two points $k=0$ and $k=1/2$ can't distinguish $\cos(4\pi k)$ from the constant 1: the grid returns 1, while the average over the whole zone is 0.

The rule I know is this. Take a grid with $N_i$ divisions along axis $i$ and a lattice vector with integer components $R_i$. The phase $\exp(2\pi \mathrm{i}\sum_i R_i k_i)$ averages to 1 over the grid if every $N_i$ divides $R_i$, and to 0 otherwise. Can this be proved rigorously in any dimension, with a proof that a machine has checked? And does it still hold for shifted grids, including the original Monkhorst-Pack points?

## One geometric sum per axis

The rule holds as you state it for the unshifted grid. A shift leaves the zeros alone but gives the surviving averages a phase, which for the original Monkhorst-Pack points is a sign.

Let $d$ be the dimension, $N_i\ge 1$ the grid sizes and $s_i$ a real shift in units of the grid spacing. The imaginary unit is written $\mathrm{i}$, and the italic $i$ labels axes. The grid points have reduced coordinates
$$k_i=\frac{r_i+s_i}{N_i},\qquad 0\le r_i<N_i .$$

The exponential of a sum is a product of exponentials, and the sum over all tuples $r$ of such a product is a product of sums:
$$\frac{1}{\prod_i N_i}\sum_r e^{2\pi \mathrm{i}\sum_i R_i k_i}=\prod_i\left[\frac{1}{N_i}\sum_{j=0}^{N_i-1}e^{2\pi \mathrm{i}R_i(j+s_i)/N_i}\right].$$

Now take a single axis and write $n$, $R$ and $s$ for its size, component and shift. With $z=e^{2\pi \mathrm{i}R/n}$, the bracket is
$$\frac{e^{2\pi \mathrm{i}Rs/n}}{n}\sum_{j=0}^{n-1}z^j .$$
The ratio satisfies $z^n=e^{2\pi \mathrm{i}R}=1$. It equals 1 exactly when $R/n$ is an integer, that is, when $n$ divides $R$. There are two cases:

- If $n$ divides $R$, all $n$ terms are 1 and the bracket is $e^{2\pi \mathrm{i}Rs/n}$.
- If not, then $z\ne 1$ and $\sum_j z^j=(z^n-1)/(z-1)=0$.

One vanishing bracket makes the whole product vanish. If none vanishes, the product is $\exp(2\pi \mathrm{i}\sum_i R_i s_i/N_i)$, which is 1 for $s=0$.

## Orthogonal phases and the Monkhorst-Pack sign

For two lattice vectors $R$ and $R'$, the conjugate phase of $R$ times the phase of $R'$ is the phase of $R'-R$. On the unshifted grid their averaged overlap is therefore 1 if $N_i$ divides $R'_i-R_i$ for every $i$, and 0 otherwise.

The original Monkhorst-Pack coordinates are $(2p-N_i-1)/(2N_i)$ with $p=1,\dots,N_i$. Setting $p=r_i+1$ gives
$$\frac{2r_i+1-N_i}{2N_i}=\frac{r_i+(1-N_i)/2}{N_i},$$
so this is the grid with shift $s_i=(1-N_i)/2$. For $R_i=N_i m_i$ with integers $m_i$, the surviving phase is
$$\prod_i e^{\pi \mathrm{i}\,m_i(1-N_i)}=\prod_i(-1)^{m_i(1-N_i)} .$$
An axis with odd $N_i$ contributes $+1$, and one with even $N_i$ contributes $(-1)^{m_i}$. For $d=1$, $N=2$ and $R=2$, the points are $\pm 1/4$ and both phases equal $-1$.

## The statement in Lean

`phase R k` is the phase of an integer vector `R : Fin d → ℤ` at a real point `k : Fin d → ℝ`. Both are in reduced coordinates with the factor $2\pi$ written out, so the shape of the unit cell plays no role.

`gridPoint N s r` is the point with coordinates $(r_i+s_i)/N_i$. The type `(i : Fin d) → Fin (N i)` of `r` holds exactly the tuples with $0\le r_i<N_i$. `gridAverage N s f` sums `f` over these points and divides by $\prod_i N_i$, so all points have equal weight.

The theorem you asked for is `gridAverage_phase`. Its hypothesis `hN` says that each axis has at least one point. Its condition `∀ i, (N i : ℤ) ∣ R i` is divisibility in the integers, so negative and zero components are included. Physically, it says that $R$ is a translation of the supercell with $N_i$ primitive cells along axis $i$. If all $N_i=1$, only $\Gamma$ is sampled and every phase averages to 1.

`gridAverage_phase_shifted` is the version for an arbitrary real shift, and `phase_orthogonality` gives the overlaps. `monkhorstPack_point` identifies the original points, and `monkhorstPack_sign` evaluates their averages for supercell vectors.

The theorems concern single phases on full grids aligned with the reciprocal basis vectors. They contain no zone integral, no convergence rate and no reduction to symmetry-inequivalent points with unequal weights.

```lean
import Mathlib

open scoped Real ComplexConjugate
open Complex (I)

namespace MonkhorstPackGrid

noncomputable section

variable {d : ℕ}

/-- The phase `exp(2πi ∑ R_i k_i)` of the lattice vector `R` at the point `k`, both in
reduced coordinates. -/
def phase (R : Fin d → ℤ) (k : Fin d → ℝ) : ℂ :=
  Complex.exp (2 * π * I * ∑ i, (R i : ℂ) * (k i : ℂ))

/-- The grid point with coordinates `(r_i + s_i) / N_i`, where `0 ≤ r_i < N_i` and `s` is the
shift in units of the grid spacing. -/
def gridPoint (N : Fin d → ℕ) (s : Fin d → ℝ) (r : (i : Fin d) → Fin (N i)) : Fin d → ℝ :=
  fun i => (((r i : ℕ) : ℝ) + s i) / (N i : ℝ)

/-- The equal-weight average of `f` over the grid with sizes `N_i ≥ 1` and shift `s`. -/
def gridAverage (N : Fin d → ℕ) (s : Fin d → ℝ) (f : (Fin d → ℝ) → ℂ) : ℂ :=
  (∑ r : ((i : Fin d) → Fin (N i)), f (gridPoint N s r)) / ∏ i, (N i : ℂ)

/-- The phase of a lattice vector is the product of the phases along the axes. -/
theorem phase_eq_prod (R : Fin d → ℤ) (k : Fin d → ℝ) :
    phase R k = ∏ i, Complex.exp (2 * π * I * ((R i : ℂ) * (k i : ℂ))) := by
  rw [phase, Finset.mul_sum, Complex.exp_sum]

/-- Along one axis with `n ≥ 1` points and shift `s`, the phase of the integer `R` averages to
its value at `s / n` if `n` divides `R`, and to zero otherwise. -/
theorem axis_average (n : ℕ) (hn : 1 ≤ n) (R : ℤ) (s : ℝ) :
    (∑ j : Fin n, Complex.exp (2 * π * I *
      ((R : ℂ) * (((((j : ℕ) : ℝ) + s) / (n : ℝ) : ℝ) : ℂ)))) / (n : ℂ) =
    if (n : ℤ) ∣ R then Complex.exp (2 * π * I * ((R : ℂ) * ((s / (n : ℝ) : ℝ) : ℂ)))
    else 0 := by
  have h0 : (n : ℂ) ≠ 0 := Nat.cast_ne_zero.mpr (by omega)
  have key : (n : ℂ) * (n : ℂ)⁻¹ = 1 := mul_inv_cancel₀ h0
  obtain ⟨z, hz⟩ : ∃ z : ℂ, z = Complex.exp (2 * π * I * ((R : ℂ) / (n : ℂ))) := ⟨_, rfl⟩
  -- the terms form a geometric progression with ratio z
  have hterm : ∀ j : ℕ, Complex.exp (2 * π * I *
      ((R : ℂ) * ((((j : ℝ) + s) / (n : ℝ) : ℝ) : ℂ))) =
      Complex.exp (2 * π * I * ((R : ℂ) * ((s / (n : ℝ) : ℝ) : ℂ))) * z ^ j := by
    intro j
    rw [hz, ← Complex.exp_nat_mul, ← Complex.exp_add]
    congr 1
    push_cast
    ring
  -- the ratio is an n-th root of unity
  have hpow : z ^ n = 1 := by
    rw [hz, ← Complex.exp_nat_mul]
    refine Complex.exp_eq_one_iff.mpr ⟨R, ?_⟩
    linear_combination (2 * π * I * (R : ℂ)) * key
  simp only [hterm]
  rw [← Finset.mul_sum, Fin.sum_univ_eq_sum_range (fun j => z ^ j) n]
  by_cases h : (n : ℤ) ∣ R
  · have hz1 : z = 1 := by
      obtain ⟨m, hm⟩ := h
      rw [hz, hm]
      refine Complex.exp_eq_one_iff.mpr ⟨m, ?_⟩
      push_cast
      linear_combination (2 * π * I * (m : ℂ)) * key
    have hsum : ∑ j ∈ Finset.range n, z ^ j = (n : ℂ) := by simp [hz1]
    rw [if_pos h, hsum, mul_div_assoc, div_self h0, mul_one]
  · have hz1 : z ≠ 1 := by
      intro h1
      rw [hz] at h1
      obtain ⟨m, hm⟩ := Complex.exp_eq_one_iff.mp h1
      have h3 : (R : ℂ) / (n : ℂ) = (m : ℂ) :=
        mul_left_cancel₀ Complex.two_pi_I_ne_zero (by rw [hm]; ring)
      rw [div_eq_iff h0, mul_comm] at h3
      exact h ⟨m, by exact_mod_cast h3⟩
    rw [if_neg h, geom_sum_eq hz1, hpow, sub_self, zero_div, mul_zero, zero_div]

/-- On a shifted grid with all `N_i ≥ 1`, the phase of `R` averages to its value at the point
`s_i / N_i` if every `N_i` divides `R_i`, and to zero otherwise. -/
theorem gridAverage_phase_shifted (N : Fin d → ℕ) (hN : ∀ i, 1 ≤ N i)
    (s : Fin d → ℝ) (R : Fin d → ℤ) :
    gridAverage N s (phase R) =
      if ∀ i, (N i : ℤ) ∣ R i then phase R (fun i => s i / (N i : ℝ)) else 0 := by
  -- the average over tuples is a product of averages along the axes
  have hprod : gridAverage N s (phase R) =
      ∏ i, ((∑ j : Fin (N i), Complex.exp (2 * π * I *
        ((R i : ℂ) * (((((j : ℕ) : ℝ) + s i) / (N i : ℝ) : ℝ) : ℂ)))) / (N i : ℂ)) := by
    rw [Finset.prod_div_distrib, Finset.prod_univ_sum, Fintype.piFinset_univ]
    simp only [gridAverage, phase_eq_prod, gridPoint]
  rw [hprod, Finset.prod_congr rfl (fun i _ => axis_average (N i) (hN i) (R i) (s i))]
  by_cases h : ∀ i, (N i : ℤ) ∣ R i
  · rw [if_pos h, phase_eq_prod]
    exact Finset.prod_congr rfl (fun i _ => if_pos (h i))
  · rw [if_neg h]
    -- a single axis without divisibility makes the product vanish
    obtain ⟨i, hi⟩ := not_forall.mp h
    exact Finset.prod_eq_zero (Finset.mem_univ i) (if_neg hi)

/-- On the unshifted grid with all `N_i ≥ 1`, the phase of the lattice vector `R` averages to
one if every `N_i` divides `R_i`, and to zero otherwise. -/
theorem gridAverage_phase (N : Fin d → ℕ) (hN : ∀ i, 1 ≤ N i) (R : Fin d → ℤ) :
    gridAverage N 0 (phase R) = if ∀ i, (N i : ℤ) ∣ R i then 1 else 0 := by
  have h1 : phase R (fun i => (0 : Fin d → ℝ) i / (N i : ℝ)) = 1 := by simp [phase]
  rw [gridAverage_phase_shifted N hN, h1]

/-- The conjugate phase of `R` times the phase of `R'` is the phase of `R' - R`. -/
theorem conj_phase_mul_phase (R R' : Fin d → ℤ) (k : Fin d → ℝ) :
    conj (phase R k) * phase R' k = phase (R' - R) k := by
  have hs : ∑ i, (((R' - R) i : ℤ) : ℂ) * (k i : ℂ) =
      ∑ i, (R' i : ℂ) * (k i : ℂ) - ∑ i, (R i : ℂ) * (k i : ℂ) := by
    simp only [Pi.sub_apply, Int.cast_sub, sub_mul, Finset.sum_sub_distrib]
  unfold phase
  rw [hs, ← Complex.exp_conj, ← Complex.exp_add]
  congr 1
  simp only [map_mul, map_sum, Complex.conj_I, Complex.conj_ofReal, map_ofNat, map_intCast]
  ring

/-- On the unshifted grid with all `N_i ≥ 1`, the phases of `R` and `R'` have overlap one if
`R` and `R'` agree modulo `N_i` along every axis, and overlap zero otherwise. -/
theorem phase_orthogonality (N : Fin d → ℕ) (hN : ∀ i, 1 ≤ N i) (R R' : Fin d → ℤ) :
    gridAverage N 0 (fun k => conj (phase R k) * phase R' k) =
      if ∀ i, (N i : ℤ) ∣ R' i - R i then 1 else 0 := by
  have hf : (fun k => conj (phase R k) * phase R' k) = phase (R' - R) :=
    funext (conj_phase_mul_phase R R')
  rw [hf]
  exact gridAverage_phase N hN (R' - R)

/-- With the shift `(1 - N_i) / 2` the grid consists of the Monkhorst-Pack points
`(2 p - N_i - 1) / (2 N_i)`, where `p = r_i + 1` runs from `1` to `N_i`. -/
theorem monkhorstPack_point (N : Fin d → ℕ) (r : (i : Fin d) → Fin (N i)) (i : Fin d) :
    gridPoint N (fun i => (1 - (N i : ℝ)) / 2) r i =
      (2 * (((r i : ℕ) : ℝ) + 1) - (N i : ℝ) - 1) / (2 * (N i : ℝ)) := by
  simp only [gridPoint]
  ring

/-- On the Monkhorst-Pack points with all `N_i ≥ 1`, the phase of the lattice vector with
components `N_i m_i` averages to the sign `∏ (-1)^(m_i (1 - N_i))`. -/
theorem monkhorstPack_sign (N : Fin d → ℕ) (hN : ∀ i, 1 ≤ N i) (m : Fin d → ℤ) :
    gridAverage N (fun i => (1 - (N i : ℝ)) / 2) (phase (fun i => (N i : ℤ) * m i)) =
      ∏ i, (-1 : ℂ) ^ (m i * (1 - (N i : ℤ))) := by
  rw [gridAverage_phase_shifted N hN, if_pos, phase_eq_prod]
  · refine Finset.prod_congr rfl fun i _ => ?_
    have h0 : (N i : ℂ) ≠ 0 := Nat.cast_ne_zero.mpr (by have := hN i; omega)
    have key : (N i : ℂ) * (N i : ℂ)⁻¹ = 1 := mul_inv_cancel₀ h0
    -- each axis contributes an integer power of exp(iπ) = -1
    rw [← Complex.exp_pi_mul_I, ← Complex.exp_int_mul]
    congr 1
    push_cast
    linear_combination (π * I * (m i : ℂ) * (1 - (N i : ℂ))) * key
  · exact fun i => dvd_mul_right _ _

end

end MonkhorstPackGrid
```

```lean
#print axioms MonkhorstPackGrid.gridAverage_phase
#print axioms MonkhorstPackGrid.phase_orthogonality
#print axioms MonkhorstPackGrid.monkhorstPack_point
#print axioms MonkhorstPackGrid.monkhorstPack_sign
```

```
'MonkhorstPackGrid.gridAverage_phase' depends on axioms: [propext, Classical.choice, Quot.sound]
'MonkhorstPackGrid.phase_orthogonality' depends on axioms: [propext, Classical.choice, Quot.sound]
'MonkhorstPackGrid.monkhorstPack_point' depends on axioms: [propext, Classical.choice, Quot.sound]
'MonkhorstPackGrid.monkhorstPack_sign' depends on axioms: [propext, Classical.choice, Quot.sound]
```

## From the axis lemma to the full grid

`phase_eq_prod` is the factorisation over the axes, obtained from `Complex.exp_sum`.

`axis_average` carries the main argument. Its step `hterm` writes each term as the shift phase times `z ^ j`, and `hpow` shows that $z^n=1$. The case split on `(n : ℤ) ∣ R` then follows the two cases above. If `n` divides `R`, the ratio is 1 and the sum is `n`. If not, the proof first shows that the ratio differs from 1: by `Complex.exp_eq_one_iff`, $z=1$ would make $R/n$ an integer, against the assumption. The formula `geom_sum_eq` then gives zero.

In `gridAverage_phase_shifted`, the step `hprod` turns the average over tuples into a product of axis averages, with `Finset.prod_univ_sum` exchanging product and sum. After `axis_average` has been applied to each factor, there are again two cases. Either every axis survives and `phase_eq_prod` reassembles the phase at the shift, or one axis fails and `Finset.prod_eq_zero` makes the product vanish. `gridAverage_phase` sets the shift to zero, where the remaining phase is 1.

`conj_phase_mul_phase` conjugates the exponent and adds the two exponents. `phase_orthogonality` then applies the unshifted theorem to `R' - R`.

`monkhorstPack_point` is an algebraic identity closed by `ring`. `monkhorstPack_sign` starts from the shifted theorem, whose divisibility condition holds because the components are $N_i m_i$. It then writes $-1$ as $e^{\mathrm{i}\pi}$ and compares exponents axis by axis.

## Which Fourier components a grid confuses

For a non-interacting one-band tight-binding model with one orbital per cell, orthonormal orbitals and finite hopping range, the band energy is a finite sum $\sum_R c_R\,e^{2\pi \mathrm{i}\sum_i R_i k_i}$, where $c_R$ for $R\ne 0$ is the hopping amplitude between orbitals separated by $R$. Its average over the whole zone is the on-site energy $c_0$. By linearity, the unshifted grid returns the sum of $c_R$ over all supercell vectors, so its error is the sum of the coefficients at the nonzero ones. If the hopping range reaches none of them, the error is zero. This covers a completely filled band; in a metal, the sharp cutoff at the Fermi surface generally brings in infinitely many Fourier components.
